# The Characteristic Polynomials of Hückel and Möbius Rings as Products over Cosine Levels

A ring of $n$ atoms is described here by a one-way hop. The matrix $T$ moves an amplitude by one atom along the ring, and the ring matrix is $A = T + T^\dagger$. All bonds have weight 1 except the one that closes the ring, which carries a factor $s$. For $n \ge 3$ this is the usual weighted adjacency matrix. For $n = 1$ and $n = 2$ the forward and backward hops fall on the same matrix entries and their weights add, and with this convention the result holds for every $n$.

In Hückel theory each atom contributes one p orbital with energy $\alpha$, neighbours are coupled by $\beta$, and the Hamiltonian is $\alpha + \beta A$. An eigenvalue $x$ of $A$ is therefore a level $E = \alpha + \beta x$. Since $\beta < 0$, the largest $x$ is the lowest energy. (Texts that put $x = (\alpha - E)/\beta$ have the opposite sign of $x$.) The value $s = 1$ is the ordinary ring. The value $s = -1$ is the Möbius ring, in which the p orbitals, followed once around, come back with reversed sign. The claim is

$$\det(x - A) = \prod_{k=0}^{n-1}\Bigl(x - 2\cos\frac{2k\pi}{n}\Bigr) \quad (s = 1),$$

$$\det(x - A) = \prod_{k=0}^{n-1}\Bigl(x - 2\cos\frac{(2k+1)\pi}{n}\Bigr) \quad (s = -1).$$

## Bloch waves on a ring with a phase in one bond

Both formulas are cases of a closing bond $s = e^{i\varphi}$ with real $\varphi$. Number the atoms from $0$ to $n-1$. The hop acts on a vector $v$ by

$$(Tv)_i = v_{i+1} \ \text{ for } i < n-1, \qquad (Tv)_{n-1} = s\,v_0 .$$

Take a wave $v_j = w^j$ with $w^n = s$. For $i < n-1$ we get $(Tv)_i = w^{i+1} = w\,v_i$. At the last atom, $(Tv)_{n-1} = s = w^n = w\,v_{n-1}$. Hence $Tv = wv$.

The adjoint hops backwards:

$$(T^\dagger v)_i = v_{i-1} \ \text{ for } i > 0, \qquad (T^\dagger v)_0 = s^* v_{n-1}.$$

Suppose that $w$ has unit modulus, so $w^* w = 1$. For $i > 0$ we get $w^{i-1} = w^* w^i$. At atom $0$ we get $(w^*)^n w^{n-1} = w^*$. Hence $T^\dagger v = w^* v$, and

$$A v = (w + w^*)\,v = 2\,\mathrm{Re}(w)\,v .$$

The numbers $w_k = e^{i(\varphi + 2\pi k)/n}$, for $k = 0, \dots, n-1$, have unit modulus and satisfy $w_k^n = e^{i\varphi}e^{2\pi i k} = s$. The eigenvalue that belongs to $w_k$ is $2\cos((\varphi + 2\pi k)/n)$.

Different $k$ may share an eigenvalue, so the multiplicities still have to be settled. If $w_k = w_l$, then $k - l$ is a multiple of $n$. Both labels lie between $0$ and $n-1$, so $k = l$, and the $w_k$ are distinct. Let $V$ have the waves as its columns, $V_{jk} = w_k^j$. This is a transposed Vandermonde matrix, with

$$\det V = \prod_{k<l}(w_l - w_k) \neq 0 .$$

With $D$ the diagonal matrix of the eigenvalues, $AV = VD$ gives $A = VDV^{-1}$, and so

$$\det(x - A) = \det\bigl(V(x - D)V^{-1}\bigr) = \prod_{k=0}^{n-1}\Bigl(x - 2\cos\frac{\varphi + 2\pi k}{n}\Bigr).$$

Setting $\varphi = 0$ gives the Hückel ring and $\varphi = \pi$ the Möbius ring. The columns of $V$ have norm $\sqrt n$, so the normalised orbitals have the coefficients $w_k^j/\sqrt n$.

## Four atoms, untwisted and twisted

For $n = 4$ and $s = 1$ the levels are $2, 0, -2, 0$, and the polynomial is $x^2(x^2 - 4) = x^4 - 4x^2$. For $s = -1$ the angles are $\pi/4, 3\pi/4, 5\pi/4, 7\pi/4$. The levels are $\sqrt2, -\sqrt2, -\sqrt2, \sqrt2$, and the polynomial is $(x^2 - 2)^2 = x^4 - 4x^2 + 4$.

The second case can be checked directly. The matrix is

$$A = \begin{pmatrix} 0&1&0&-1\\ 1&0&1&0\\ 0&1&0&1\\ -1&0&1&0 \end{pmatrix}, \qquad A^2 = 2I .$$

Every eigenvalue is therefore $\pm\sqrt2$, and since the trace is zero, each sign occurs twice.

With four electrons the Hückel ring has the energy $4\alpha + 4\beta$ and two electrons in the degenerate pair at $x = 0$. The Möbius ring has $4\alpha + 4\sqrt2\,\beta \approx 4\alpha + 5.66\,\beta$ and a closed shell. In this non-interacting model with equal $|\beta|$ on all bonds, the twist lowers the energy of the four-electron ring.

## The ring as a matrix in Lean

```lean
import Mathlib

open Matrix Polynomial
open scoped Real

namespace HuckelMobiusRings
```

The hop is defined over any commutative ring `R`, so the same definition serves real and complex bonds. The type `Fin n` holds the atom labels $0, \dots, n-1$. Row `i` has the entry 1 in column `i + 1`, and the last row has `s` in column 0.

```lean
/-- Hopping by one atom along a ring of `n` atoms; the bond that closes the ring carries the
factor `s`, all other bonds the factor `1`. -/
def hop {R : Type*} [CommRing R] (n : ℕ) (s : R) : Matrix (Fin n) (Fin n) R :=
  Matrix.of fun i j =>
    if (j : ℕ) = (i : ℕ) + 1 then 1 else if (i : ℕ) + 1 = n ∧ (j : ℕ) = 0 then s else 0
```

The superscript `ᴴ` is the conjugate transpose. For real `s` it is the plain transpose, and the closing bond then has the weight `s` in both directions.

```lean
/-- The weighted adjacency matrix of the ring: hopping forwards plus hopping backwards. For `n = 1`
and `n = 2` the two hops fall on the same entries, and their weights add. -/
def ringMatrix {R : Type*} [CommRing R] [StarRing R] (n : ℕ) (s : R) :
    Matrix (Fin n) (Fin n) R :=
  hop n s + (hop n s)ᴴ
```

The next definition is $w_k$. The angle is computed as a real number and then placed in the complex exponential.

```lean
/-- The phase factor gained per atom by the `k`-th Bloch wave on a ring of `n ≥ 1` atoms whose
closing bond carries the phase `φ`. -/
noncomputable def blochPhase (n : ℕ) (φ : ℝ) (k : ℕ) : ℂ :=
  Complex.exp (((φ + 2 * π * k) / n : ℝ) * Complex.I)
```

The model has one orbital per atom, equal site energies, bonds of equal strength, no overlap between neighbouring orbitals and no electron repulsion. The twist of a Möbius ring enters only as the sign of one bond; any weakening of the bonds by the twist is left out.

## Waves that diagonalise both hops

The first lemma is $Tv = wv$. It writes the closing bond as `w ^ n`, which builds in the condition $w^n = s$. The proof separates the atoms inside the chain from the last one, as above. In each case `Finset.sum_eq_single` reduces the matrix–vector sum to the one neighbour that contributes.

```lean
/-- A wave that gains the factor `w` per atom is an eigenvector of the forward hop with
eigenvalue `w`, if the closing bond is `w ^ n`. -/
theorem hop_mulVec_bloch {R : Type*} [CommRing R] (n : ℕ) (w : R) :
    hop n (w ^ n) *ᵥ (fun j => w ^ (j : ℕ)) = w • (fun j : Fin n => w ^ (j : ℕ)) := by
  ext i
  have hi := i.isLt
  simp only [Matrix.mulVec, dotProduct, hop, Matrix.of_apply, Pi.smul_apply, smul_eq_mul]
  by_cases h : (i : ℕ) + 1 < n
  · -- inside the chain the only neighbour ahead is `i + 1`
    rw [Finset.sum_eq_single (⟨(i : ℕ) + 1, h⟩ : Fin n)]
    · simp [pow_succ']
    · intro j _ hj
      have h1 : (j : ℕ) ≠ (i : ℕ) + 1 := fun e => hj (Fin.ext e)
      have h2 : ¬((i : ℕ) + 1 = n ∧ (j : ℕ) = 0) := by omega
      rw [if_neg h1, if_neg h2, zero_mul]
    · intro h'
      exact absurd (Finset.mem_univ _) h'
  · -- the last atom hops to atom `0` over the closing bond
    have hn : (i : ℕ) + 1 = n := by omega
    have n0 : 0 ≠ n := by omega
    have key : w ^ n = w * w ^ (i : ℕ) := by rw [← pow_succ', hn]
    rw [Finset.sum_eq_single (⟨0, by omega⟩ : Fin n)]
    · simp [hn, n0, key]
    · intro j _ hj
      have h0 : (j : ℕ) ≠ 0 := fun e => hj (Fin.ext e)
      have h1 : (j : ℕ) ≠ (i : ℕ) + 1 := by have := j.isLt; omega
      rw [if_neg h1, if_neg (fun e => h0 e.2), zero_mul]
    · intro h'
      exact absurd (Finset.mem_univ _) h'
```

The lemma for $T^\dagger$ needs the unit modulus, which appears as the hypothesis `star w * w = 1`. Here the special atom is atom 0, and the equation named `key` in that case is $(w^*)^n w^{n-1} = w^*$.

```lean
/-- If `w` has unit modulus, the same wave is an eigenvector of the backward hop with the
conjugate eigenvalue. -/
theorem hop_adjoint_mulVec_bloch {R : Type*} [CommRing R] [StarRing R] (n : ℕ) (w : R)
    (hw : star w * w = 1) :
    (hop n (w ^ n))ᴴ *ᵥ (fun j => w ^ (j : ℕ)) =
      star w • (fun j : Fin n => w ^ (j : ℕ)) := by
  ext i
  have hi := i.isLt
  simp only [Matrix.mulVec, dotProduct, hop, Matrix.conjTranspose_apply, Matrix.of_apply,
    Pi.smul_apply, smul_eq_mul]
  by_cases h : (i : ℕ) = 0
  · -- atom `0` is reached from the last atom
    have hn : n - 1 + 1 = n := by omega
    have n0 : 0 ≠ n := by omega
    have key : star w ^ n * w ^ (n - 1) = star w := by
      have e : star w ^ (n - 1 + 1) * w ^ (n - 1) = star w := by
        rw [pow_succ', mul_assoc, ← mul_pow, hw, one_pow, mul_one]
      rwa [hn] at e
    rw [Finset.sum_eq_single (⟨n - 1, by omega⟩ : Fin n)]
    · simp [h, hn, n0, key]
    · intro j _ hj
      have h0 : (j : ℕ) ≠ n - 1 := fun e => hj (Fin.ext e)
      have h1 : (i : ℕ) ≠ (j : ℕ) + 1 := by omega
      have h2 : ¬((j : ℕ) + 1 = n ∧ (i : ℕ) = 0) := by omega
      rw [if_neg h1, if_neg h2, star_zero, zero_mul]
    · intro h'
      exact absurd (Finset.mem_univ _) h'
  · obtain ⟨k, hk⟩ : ∃ k, (i : ℕ) = k + 1 := ⟨(i : ℕ) - 1, by omega⟩
    have key : star w * w ^ (k + 1) = w ^ k := by
      rw [pow_succ', ← mul_assoc, hw, one_mul]
    rw [Finset.sum_eq_single (⟨k, by omega⟩ : Fin n)]
    · simp [hk, key]
    · intro j _ hj
      have h0 : (j : ℕ) ≠ k := fun e => hj (Fin.ext e)
      have h1 : (i : ℕ) ≠ (j : ℕ) + 1 := by omega
      rw [if_neg h1, if_neg (fun e => h e.2), star_zero, zero_mul]
    · intro h'
      exact absurd (Finset.mem_univ _) h'
```

The waves are distinct because their phases are. Equality of two exponentials yields an integer `m` with $k = l + mn$. The two bounds `h1` and `h2` leave only $m = 0$.

```lean
/-- The `n` Bloch phases of a ring of `n` atoms are distinct. -/
theorem blochPhase_injective (n : ℕ) (φ : ℝ) :
    Function.Injective (fun k : Fin n => blochPhase n φ k) := by
  intro k l h
  have hk := k.isLt
  have hl := l.isLt
  have hn : (n : ℂ) ≠ 0 := Nat.cast_ne_zero.2 (by omega)
  obtain ⟨m, hm⟩ := Complex.exp_eq_exp_iff_exists_int.1 h
  push_cast at hm
  have ek := div_mul_cancel₀ ((φ : ℂ) + 2 * π * (k : ℕ)) hn
  have el := div_mul_cancel₀ ((φ : ℂ) + 2 * π * (l : ℕ)) hn
  have hc : ((k : ℕ) : ℂ) = (l : ℕ) + m * n := by
    apply mul_left_cancel₀ Complex.two_pi_I_ne_zero
    linear_combination (n : ℂ) * hm - Complex.I * ek + Complex.I * el
  have hz : ((k : ℕ) : ℤ) = (l : ℕ) + m * n := by exact_mod_cast hc
  -- two labels below `n` that differ by a multiple of `n` agree
  have h1 : m < 1 := by
    by_contra hc
    nlinarith [mul_nonneg (sub_nonneg.2 (not_lt.1 hc)) (Int.natCast_nonneg n)]
  have h2 : -1 < m := by
    by_contra hc
    nlinarith [mul_nonneg (sub_nonneg.2 (not_lt.1 hc)) (Int.natCast_nonneg n)]
  have h0 : m = 0 := by omega
  rw [h0, zero_mul, add_zero] at hz
  exact Fin.ext (by exact_mod_cast hz)
```

## From eigenvectors to the polynomial

The next lemma is the similarity argument for a general complex matrix. It writes $A = V(DV^{-1})$ and uses `Matrix.charpoly_mul_comm`: the characteristic polynomial of a product of two square matrices does not depend on their order. Exchanging the factors gives $DV^{-1}V = D$, whose characteristic polynomial is a product over the diagonal.

```lean
/-- A matrix with an invertible matrix `V` of eigenvectors and eigenvalues `d` has the
characteristic polynomial `∏ (x - d k)`. -/
theorem charpoly_of_eigenbasis {n : ℕ} (A V : Matrix (Fin n) (Fin n) ℂ) (d : Fin n → ℂ)
    (hV : V.det ≠ 0) (h : A * V = V * diagonal d) :
    A.charpoly = ∏ k, (X - C (d k)) := by
  have hu : IsUnit V.det := isUnit_iff_ne_zero.2 hV
  have hA : A = V * (diagonal d * V⁻¹) := by
    rw [← mul_assoc, ← h, mul_assoc, Matrix.mul_nonsing_inv _ hu, mul_one]
  have hd : charmatrix (diagonal d) = diagonal (fun k => X - C (d k)) := by
    ext1 i j
    by_cases hij : i = j
    · subst hij
      simp
    · simp [hij]
  rw [hA, Matrix.charpoly_mul_comm, mul_assoc, Matrix.nonsing_inv_mul _ hu, mul_one,
    Matrix.charpoly, hd, det_diagonal]
```

The theorem for a general phase puts these parts together. In Lean `charpoly` is $\det(x - A)$ as a polynomial, `X` is the variable, and `C` turns a number into a constant polynomial. The product over `Finset.range n` runs from $k = 0$ to $n - 1$, so repeated levels appear with their multiplicities.

The determinant condition follows from the distinct phases. The remaining goal is $AV = VD$, which is checked entry by entry. There `hp` is $w_k^n = e^{i\varphi}$, `hw` is the unit modulus, `hd` is $w_k + w_k^* = 2\cos((\varphi + 2\pi k)/n)$, and `hv` is the eigenvalue equation for the whole ring matrix.

```lean
/-- A ring whose closing bond carries the phase `φ` has the characteristic polynomial
`∏ (x - 2 cos ((φ + 2πk)/n))`, with `k` from `0` to `n - 1`. -/
theorem charpoly_flux (n : ℕ) (φ : ℝ) :
    (ringMatrix n (Complex.exp (φ * Complex.I))).charpoly =
      ∏ k ∈ Finset.range n, (X - C ((2 * Real.cos ((φ + 2 * π * k) / n) : ℝ) : ℂ)) := by
  rw [Finset.prod_range]
  -- the columns of `V` are the Bloch waves
  apply charpoly_of_eigenbasis _ (vandermonde fun k : Fin n => blochPhase n φ k)ᵀ
  · rw [det_transpose]
    exact det_vandermonde_ne_zero_iff.2 (blochPhase_injective n φ)
  · ext i k
    have hn : (n : ℂ) ≠ 0 := Nat.cast_ne_zero.2 (by have := i.isLt; omega)
    have hp : blochPhase n φ k ^ n = Complex.exp (φ * Complex.I) := by
      rw [blochPhase, ← Complex.exp_nat_mul]
      refine Complex.exp_eq_exp_iff_exists_int.2 ⟨((k : ℕ) : ℤ), ?_⟩
      push_cast
      have ek := div_mul_cancel₀ ((φ : ℂ) + 2 * π * (k : ℕ)) hn
      linear_combination Complex.I * ek
    have hw : star (blochPhase n φ k) * blochPhase n φ k = 1 := by
      refine (Complex.conj_mul' _).trans ?_
      rw [blochPhase, Complex.norm_exp_ofReal_mul_I]
      simp
    have hd : blochPhase n φ k + star (blochPhase n φ k) =
        ((2 * Real.cos ((φ + 2 * π * (k : ℕ)) / n) : ℝ) : ℂ) := by
      refine (Complex.add_conj _).trans ?_
      rw [blochPhase, Complex.exp_ofReal_mul_I_re]
    have hv : ringMatrix n (Complex.exp (φ * Complex.I)) *ᵥ
        (fun j : Fin n => blochPhase n φ k ^ (j : ℕ)) =
        (blochPhase n φ k + star (blochPhase n φ k)) •
          (fun j : Fin n => blochPhase n φ k ^ (j : ℕ)) := by
      rw [← hp, ringMatrix, Matrix.add_mulVec, hop_mulVec_bloch,
        hop_adjoint_mulVec_bloch n _ hw, add_smul]
    rw [hd] at hv
    rw [Matrix.mul_diagonal]
    exact (congrFun hv i).trans (mul_comm _ _)
```

In a non-interacting tight-binding ring with one orbital per atom, equal site energies and equally strong hopping between nearest neighbours only, $\varphi$ is the phase of a twisted boundary condition, or the effect of a magnetic flux through the ring. The theorem gives all one-electron levels of such a finite ring.

## Real closing bonds: Hückel and Möbius

The general theorem concerns complex polynomials, while the Hückel and Möbius matrices are real. The next theorem embeds the real polynomials in the complex ones. That embedding is injective, so an identity that holds after it already held before. The hypothesis `hs` asks that the real number `s` equal $e^{i\varphi}$, which restricts `s` to $1$ and $-1$.

```lean
/-- The same formula for a real closing bond `s = exp (iφ)`, as an identity of real
polynomials. -/
theorem charpoly_real (n : ℕ) (φ s : ℝ) (hs : (s : ℂ) = Complex.exp (φ * Complex.I)) :
    (ringMatrix n s).charpoly =
      ∏ k ∈ Finset.range n, (X - C (2 * Real.cos ((φ + 2 * π * k) / n))) := by
  apply Polynomial.map_injective Complex.ofRealHom Complex.ofReal_injective
  have hm : (ringMatrix n s).map Complex.ofRealHom = ringMatrix n (s : ℂ) := by
    ext i j
    simp only [ringMatrix, hop, Matrix.map_apply, Matrix.add_apply,
      Matrix.conjTranspose_apply, Matrix.of_apply]
    split_ifs <;> simp
  rw [← Matrix.charpoly_map, hm, hs, charpoly_flux, Polynomial.map_prod]
  refine Finset.prod_congr rfl fun k _ => ?_
  rw [Polynomial.map_sub, Polynomial.map_X, Polynomial.map_C]
  rfl
```

For the Hückel ring the phase is 0, and all that remains is to rewrite the angle as $2k\pi/n$.

```lean
/-- Hückel ring, closing bond `1`: the characteristic polynomial is
`∏ (x - 2 cos (2kπ/n))`, with `k` from `0` to `n - 1`. -/
theorem charpoly_huckel (n : ℕ) :
    (ringMatrix n (1 : ℝ)).charpoly =
      ∏ k ∈ Finset.range n, (X - C (2 * Real.cos (2 * k * π / n))) := by
  refine (charpoly_real n 0 1 (by simp)).trans (Finset.prod_congr rfl fun k _ => ?_)
  rw [show (0 + 2 * π * (k : ℝ)) / n = 2 * k * π / n by ring]
```

For the Möbius ring the phase is $\pi$, with $e^{i\pi} = -1$, and the angle becomes $(2k+1)\pi/n$. Neither theorem has a hypothesis on `n`. For $n = 2$, for example, the two bonds of the Möbius ring cancel, and both levels $2\cos(\pi/2)$ and $2\cos(3\pi/2)$ are indeed zero.

```lean
/-- Möbius ring, closing bond `-1`: the characteristic polynomial is
`∏ (x - 2 cos ((2k+1)π/n))`, with `k` from `0` to `n - 1`. -/
theorem charpoly_mobius (n : ℕ) :
    (ringMatrix n (-1 : ℝ)).charpoly =
      ∏ k ∈ Finset.range n, (X - C (2 * Real.cos ((2 * k + 1) * π / n))) := by
  refine (charpoly_real n π (-1) (by simp [Complex.exp_pi_mul_I])).trans
    (Finset.prod_congr rfl fun k _ => ?_)
  rw [show (π + 2 * π * (k : ℝ)) / n = (2 * k + 1) * π / n by ring]

end HuckelMobiusRings
```

```lean
#print axioms HuckelMobiusRings.charpoly_huckel
#print axioms HuckelMobiusRings.charpoly_mobius
```

```
'HuckelMobiusRings.charpoly_huckel' depends on axioms: [propext, Classical.choice, Quot.sound]
'HuckelMobiusRings.charpoly_mobius' depends on axioms: [propext, Classical.choice, Quot.sound]
```
